# Point groups 4/mmm, mmm, -3m and -1 from four $R_4^+$ tilts of a cubic perovskite

If an $R_4^+$ octahedral tilt is the only distortion of a cubic perovskite, then tilts along $(1,0,0)$, $(1,1,0)$, $(1,1,1)$ and $(1,2,3)$ leave the point groups 4/mmm, mmm, -3m and -1. The operations that preserve these tilts, each counted together with the sign of a lattice translation, number 16, 8, 12 and 2.

The tilt is described by a vector $v$ along the rotation axis of one chosen octahedron. At the $R$ point neighbouring octahedra rotate in opposite senses, so a translation by $(n_0,n_1,n_2)$ lattice steps multiplies $v$ by $s=(-1)^{n_0+n_1+n_2}$. Point operations are taken about the centre of the chosen octahedron, the choice of origin for which this tilt carries the label $R_4^+$. The transformation rule for $v$ is the physical input. No free energy enters, so nothing here decides which tilt a material adopts.

## Cubic operations acting on a tilt vector

```lean
import Mathlib

open Matrix

namespace PerovskiteTilts

/-- Integer 3×3 matrices, written in the cubic axes. -/
abbrev Mat := Matrix (Fin 3) (Fin 3) ℤ
```

`Mat` is the type of $3\times3$ integer matrices. `Fin 3` supplies the indices $0,1,2$.

```lean
/-- The cubic point operations: all signed 3×3 permutation matrices. -/
def cubic : Finset Mat :=
  (Finset.univ : Finset (Equiv.Perm (Fin 3) × (Fin 3 → ℤˣ))).image
    fun p => Matrix.of fun i j => if p.1 j = i then (p.2 i : ℤ) else 0
```

A permutation $\pi$ of the axes and three signs $\varepsilon_i$ give the matrix $g_{ij}=\varepsilon_i\,\delta_{i,\pi(j)}$. There are $6\cdot 8=48$ of them, the full cubic point group. `Finset` means a finite set, and `ℤˣ` is the set of invertible integers, $\{1,-1\}$.

```lean
/-- Action on an R4+ tilt: an axial vector that is also multiplied by the sign `s` of the
lattice translation. -/
def act (g : Mat) (s : ℤˣ) (v : Fin 3 → ℤ) : Fin 3 → ℤ :=
  ((s : ℤ) * g.det) • (g *ᵥ v)
```

This is the rule $v\mapsto s\,\det(g)\,g v$. The determinant is there because a rotation axis is an axial vector: inversion through the centre of the chosen octahedron leaves it unchanged.

```lean
/-- The isotropy group of a tilt: all pairs (point operation, translation sign) that fix it. -/
def isotropy (v : Fin 3 → ℤ) : Finset (Mat × ℤˣ) :=
  (cubic ×ˢ Finset.univ).filter fun p => act p.1 p.2 v = v
```

The isotropy group, or stabilizer, is the set of pairs $(g,s)$ with $s\det(g)\,gv=v$, selected from all $48\cdot2=96$ pairs.

```lean
/-- The point group of the tilted crystal: the point operations occurring in the isotropy
group. -/
def pointGroup (v : Fin 3 → ℤ) : Finset Mat := (isotropy v).image Prod.fst
```

Forgetting $s$ leaves the point group of the tilted crystal. Its space group is not recorded.

```lean
/-- The tensors `u i * u j` of all domains `u` that the parent operations make from the
tilt `v`. -/
def strainStates (v : Fin 3 → ℤ) : Finset Mat :=
  (cubic ×ˢ (Finset.univ : Finset ℤˣ)).image
    fun p => vecMulVec (act p.1 p.2 v) (act p.1 p.2 v)
```

A domain is any tilt $u$ obtained from $v$ by a parent operation. This set collects the tensors $u_iu_j$, the lowest-order form in which a tilt couples to strain. Elastic and coupling constants are left out.

## Rotations that build the three larger groups

```lean
/-- All products `r ^ a * t ^ b * (-1) ^ c` with `a < n` and `b, c < 2`. -/
def withInversion (n : ℕ) (r t : Mat) : Finset Mat :=
  (Finset.univ : Finset (Fin n × Fin 2 × Fin 2)).image
    fun p => r ^ (p.1 : ℕ) * t ^ (p.2.1 : ℕ) * (-1) ^ (p.2.2 : ℕ)
```

These are the products $r^a t^b(-1)^c$ with $a<n$ and $b,c\in\{0,1\}$, where $-1$ is the inversion matrix.

```lean
/-- The matrices `r` and `t` have determinant 1 and satisfy `r ^ n = 1`, `t ^ 2 = 1` and
`t * r * t * r = 1`; `r` keeps `v`, and `t` sends `v` to `-v`. -/
def DihedralAbout (n : ℕ) (r t : Mat) (v : Fin 3 → ℤ) : Prop :=
  (r.det = 1 ∧ t.det = 1) ∧
    (r ^ n = 1 ∧ t ^ 2 = 1 ∧ t * r * t * r = 1 ∧ r *ᵥ v = v ∧ t *ᵥ v = -v)
```

`Prop` marks a statement, not a number. It says that $r$ and $t$ have determinant 1, that $r^n=1$, $t^2=1$ and $trtr=1$, and that $rv=v$ while $tv=-v$. Orthogonality is not part of the definition; the matrices used below are signed permutation matrices, so with determinant 1 they are proper rotations. These are the relations of a dihedral group with its main axis along $v$.

```lean
/-- Fourfold rotation about [100]. -/
def four100 : Mat := !![1, 0, 0; 0, 0, -1; 0, 1, 0]
```

As a map of coordinates, this is $(x,y,z)\mapsto(x,-z,y)$.

```lean
/-- Twofold rotation about [010]. -/
def two010 : Mat := !![-1, 0, 0; 0, 1, 0; 0, 0, -1]
```

This is $(x,y,z)\mapsto(-x,y,-z)$.

```lean
/-- Twofold rotation about [110]. -/
def two110 : Mat := !![0, 1, 0; 1, 0, 0; 0, 0, -1]
```

This is $(x,y,z)\mapsto(y,x,-z)$.

```lean
/-- Twofold rotation about [001]. -/
def two001 : Mat := !![-1, 0, 0; 0, -1, 0; 0, 0, 1]
```

This is $(x,y,z)\mapsto(-x,-y,z)$.

```lean
/-- Threefold rotation about [111]. -/
def three111 : Mat := !![0, 0, 1; 1, 0, 0; 0, 1, 0]
```

This is $(x,y,z)\mapsto(z,x,y)$.

```lean
/-- Twofold rotation about [1 -1 0]. -/
def two1m10 : Mat := !![0, -1, 0; -1, 0, 0; 0, 0, -1]
```

This is $(x,y,z)\mapsto(-y,-x,-z)$.

## From stabilizer to point group

```lean
/-- Performing two operations in succession acts on the tilt as their product. -/
theorem act_mul (g h : Mat) (s t : ℤˣ) (v : Fin 3 → ℤ) :
    act (g * h) (s * t) v = act g s (act h t v) := by
  simp only [act, Matrix.mulVec_smul, Matrix.mulVec_mulVec, smul_smul, Matrix.det_mul,
    Units.val_mul]
  congr 1
  ring
```

Applying $(h,t)$ and then $(g,s)$ gives

$$s\det(g)\,g\bigl(t\det(h)\,hv\bigr)=st\,\det(gh)\,(gh)v ,$$

which is the action of the product pair. In the proof, `simp only` collects the scalars and `ring` compares them.

```lean
/-- Every cubic point operation has determinant 1 or -1. -/
theorem det_cubic {g : Mat} (hg : g ∈ cubic) : g.det = 1 ∨ g.det = -1 := by
  have orth : ∀ g ∈ cubic, g * gᵀ = 1 := by decide +kernel
  have h := congrArg Matrix.det (orth g hg)
  rw [Matrix.det_mul, Matrix.det_transpose, Matrix.det_one] at h
  exact mul_self_eq_one_iff.1 h
```

A signed permutation matrix is orthogonal, $gg^{T}=1$. Taking determinants gives $\det(g)^2=1$, so $\det g=\pm1$. Lean confirms orthogonality by going through the 48 matrices: `decide +kernel` evaluates a finite statement and accepts it if it comes out true. The determinant step then follows as above.

```lean
/-- A cubic operation with either translation sign sends the tilt `v` to `g v` or to
`-g v`. -/
theorem act_eq_or_neg {g : Mat} (hg : g ∈ cubic) (s : ℤˣ) (v : Fin 3 → ℤ) :
    act g s v = g *ᵥ v ∨ act g s v = -(g *ᵥ v) := by
  rcases det_cubic hg with hd | hd <;> rcases Int.units_eq_one_or s with rfl | rfl <;>
    simp [act, hd]
```

Since $s$ and $\det g$ are both $\pm1$, so is their product, and the transformed tilt is $gv$ or $-gv$. The two `rcases` commands produce the four sign combinations.

```lean
/-- The point group of the tilted crystal consists of the cubic operations that keep or
reverse the tilt vector. -/
theorem pointGroup_eq (v : Fin 3 → ℤ) :
    pointGroup v = cubic.filter fun g => g *ᵥ v = v ∨ g *ᵥ v = -v := by
  ext g
  constructor
  · intro h
    obtain ⟨⟨g, s⟩, hp, rfl⟩ := Finset.mem_image.1 h
    obtain ⟨hm, hv⟩ := Finset.mem_filter.1 hp
    have hg : g ∈ cubic := (Finset.mem_product.1 hm).1
    change act g s v = v at hv
    refine Finset.mem_filter.2 ⟨hg, ?_⟩
    rcases act_eq_or_neg hg s v with h | h
    · exact Or.inl (h.symm.trans hv)
    · exact Or.inr (neg_eq_iff_eq_neg.1 (h.symm.trans hv))
  · intro h
    obtain ⟨hg, hv⟩ := Finset.mem_filter.1 h
    -- the translation sign compensates the sign left over by the point operation
    have key : ∃ s : ℤˣ, act g s v = v := by
      rcases det_cubic hg with hd | hd <;> rcases hv with hv | hv
      · exact ⟨1, by simp [act, hd, hv]⟩
      · exact ⟨-1, by simp [act, hd, hv]⟩
      · exact ⟨-1, by simp [act, hd, hv]⟩
      · exact ⟨1, by simp [act, hd, hv]⟩
    obtain ⟨s, hs⟩ := key
    exact Finset.mem_image.2 ⟨(g, s), Finset.mem_filter.2
      ⟨Finset.mem_product.2 ⟨hg, Finset.mem_univ s⟩, hs⟩, rfl⟩
```

The point group is $\{g : gv=v \text{ or } gv=-v\}$, with $g$ running over the cubic operations.

If $(g,s)$ fixes $v$, then $v=\pm gv$ by the previous result, so $gv=\pm v$. Conversely, if $gv=v$, take $s=\det g$; if $gv=-v$, take $s=-\det g$. In both cases $s\det(g)\,gv=v$. The two bullets after `constructor` are these two directions, and `key` holds the choice of $s$.

Physically, an operation that reverses the tilt can be repaired by a lattice translation.

```lean
/-- For a nonzero tilt the isotropy group and the point group have the same order. -/
theorem card_isotropy {v : Fin 3 → ℤ} (hv : v ≠ 0) :
    (isotropy v).card = (pointGroup v).card := by
  refine (Finset.card_image_of_injOn ?_).symm
  rintro ⟨g, s⟩ hs ⟨h, t⟩ ht e
  obtain rfl : g = h := e
  have hs' : act g s v = v := (Finset.mem_filter.1 (Finset.mem_coe.1 hs)).2
  have ht' : act g t v = v := (Finset.mem_filter.1 (Finset.mem_coe.1 ht)).2
  by_contra hne
  -- opposite translation signs would force v = -v
  have hst : t = -s := by
    rcases Int.units_eq_one_or s with rfl | rfl <;>
      rcases Int.units_eq_one_or t with rfl | rfl <;> simp_all
  have hneg : act g t v = -act g s v := by
    rw [hst]
    simp only [act, Units.val_neg, neg_mul, neg_smul]
  rw [hs', ht'] at hneg
  refine hv (funext fun i => ?_)
  have h := congrFun hneg i
  simp only [Pi.neg_apply] at h
  change v i = 0
  omega
```

For $v\neq0$, each $g$ in the point group occurs with only one sign. Suppose $(g,s)$ and $(g,t)$ both fix $v$ and $t\neq s$. Then $t=-s$, and

$$v=t\det(g)\,gv=-s\det(g)\,gv=-v ,$$

so $v=0$, a contradiction. Forgetting the sign is therefore one-to-one, and the two sets have equal size. Lean states this as injectivity (`Finset.card_image_of_injOn`), and `omega` closes the last step, from $v_i=-v_i$ to $v_i=0$.

Without the hypothesis `v ≠ 0` the equality fails. The zero tilt is fixed by all 96 pairs, while its point group has 48 elements.

## The four tilts and their groups

```lean
/-- The rotations used below satisfy the dihedral relations, with main axis along the tilts
(1,0,0), (1,1,0) and (1,1,1). -/
theorem dihedral_axes :
    DihedralAbout 4 four100 two010 ![1, 0, 0] ∧
    DihedralAbout 2 two110 two001 ![1, 1, 0] ∧
    DihedralAbout 3 three111 two1m10 ![1, 1, 1] := by
  refine ⟨⟨⟨?_, ?_⟩, by decide +kernel⟩, ⟨⟨?_, ?_⟩, by decide +kernel⟩,
    ⟨⟨?_, ?_⟩, by decide +kernel⟩⟩ <;>
  simp [Matrix.det_fin_three, four100, two010, two110, two001, three111, two1m10]
```

The relations can be read off from the coordinate maps. For the three pairs in order, $tr$ is

$$(-x,-z,-y),\qquad(-y,-x,-z),\qquad(-x,-z,-y),$$

and each of these maps, applied twice, returns $(x,y,z)$. The powers $r^4$, $r^2$ and $r^3$ are the identity in their respective cases, as is every $t^2$. Substituting the tilts shows that $r$ keeps $v$ and $t$ reverses it, and all six determinants are 1. Lean expands the determinants with `Matrix.det_fin_three` and evaluates the other relations.

```lean
/-- The R4+ tilts (1,0,0), (1,1,0), (1,1,1), (1,2,3) have isotropy groups of orders
16, 8, 12, 2 and point groups 4/mmm, mmm, -3m, -1, given here by their elements. -/
theorem tilt_symmetries :
    ((isotropy ![1, 0, 0]).card = 16 ∧
      pointGroup ![1, 0, 0] = withInversion 4 four100 two010) ∧
    ((isotropy ![1, 1, 0]).card = 8 ∧
      pointGroup ![1, 1, 0] = withInversion 2 two110 two001) ∧
    ((isotropy ![1, 1, 1]).card = 12 ∧
      pointGroup ![1, 1, 1] = withInversion 3 three111 two1m10) ∧
    ((isotropy ![1, 2, 3]).card = 2 ∧ pointGroup ![1, 2, 3] = {1, -1}) := by
  rw [card_isotropy (by decide), card_isotropy (by decide), card_isotropy (by decide),
    card_isotropy (by decide)]
  simp only [pointGroup_eq]
  decide +kernel
```

The symbol `∧` means "and". Each of the first three lines pairs a stabilizer order with an explicit list of point operations, and the last list is $\{1,-1\}$.

By hand, one counts the signed permutations with $gv=\pm v$:

- For $(1,0,0)$, axis 0 goes to itself with either sign, and the other two axes carry any of 8 signed permutations: $2\cdot8=16$.
- For $(1,1,0)$, axes 0 and 1 may be exchanged, they share a common sign, and axis 2 has a free sign: $2\cdot2\cdot2=8$.
- For $(1,1,1)$, any permutation is allowed with one common sign: $6\cdot2=12$.
- For $(1,2,3)$, the components have different magnitudes, so only the common sign is free: $2$.

The products $r^at^b(-1)^c$ all send $v$ to $\pm v$, so they belong to the corresponding set. They are also distinct: the determinant fixes $c$; after the inversion is removed, keeping or reversing $v$ fixes $b$; and the powers $r^a$ with $a<n$ differ. There are thus $4n$ of them, which is 16, 8 and 12 for $n=4,2,3$, and they fill the sets. A dihedral group combined with inversion in this way is 4/mmm, mmm or -3m.

Lean first replaces each stabilizer order by a point-group order with `card_isotropy`, then uses `pointGroup_eq` to remove determinants and translation signs. What remains is a finite comparison over 48 matrices, settled by `decide +kernel`.

In electronic-structure work these groups give the point symmetry of a starting geometry that contains this single tilt pattern and no further distortion, such as in-phase tilts or cation displacements.

## Domains that share a strain tensor

```lean
/-- Two tilts give the same tensor `u i * u j` exactly when they are equal or opposite. -/
theorem same_strain_iff (u w : Fin 3 → ℤ) :
    vecMulVec u u = vecMulVec w w ↔ u = w ∨ u = -w := by
  constructor
  · intro e
    have h : ∀ i j, u i * u j = w i * w j := fun i j => congrFun (congrFun e i) j
    by_cases hw : w = 0
    · left
      funext i
      have hi := h i i
      simp only [hw, Pi.zero_apply, mul_zero] at hi ⊢
      exact mul_self_eq_zero.1 hi
    · obtain ⟨k, hk0⟩ := Function.ne_iff.1 hw
      have hk0 : w k ≠ 0 := hk0
      -- one nonzero component fixes the common sign
      rcases mul_self_eq_mul_self_iff.1 (h k k) with hk | hk
      · left
        funext i
        have hi := h i k
        rw [hk] at hi
        exact mul_right_cancel₀ hk0 hi
      · right
        funext i
        have hi := h i k
        rw [hk] at hi
        apply mul_right_cancel₀ hk0
        simp only [Pi.neg_apply]
        linear_combination -hi
  · rintro (rfl | rfl)
    · rfl
    · ext i j
      simp [vecMulVec_apply]
```

For any integer vectors $u$ and $w$, $u_iu_j=w_iw_j$ for all $i,j$ exactly when $u=w$ or $u=-w$. The symbol `↔` means "if and only if".

If $w=0$, then $u_i^2=0$ for every $i$, so $u=0$. Otherwise choose $k$ with $w_k\neq0$. From $u_k^2=w_k^2$ we get $u_k=\sigma w_k$ with $\sigma=\pm1$. Then $u_iu_k=w_iw_k$ becomes $\sigma u_iw_k=w_iw_k$, and cancelling $w_k$ gives $u_i=\sigma w_i$ for every $i$. The converse holds because two minus signs cancel. The proof follows the same case split, with `mul_right_cancel₀` doing the cancellation.

```lean
/-- The domains of the tilts (1,0,0), (1,1,0), (1,1,1), (1,2,3) show 3, 6, 4 and 24 distinct
tensors `u i * u j`. -/
theorem card_strainStates :
    (strainStates ![1, 0, 0]).card = 3 ∧ (strainStates ![1, 1, 0]).card = 6 ∧
    (strainStates ![1, 1, 1]).card = 4 ∧ (strainStates ![1, 2, 3]).card = 24 := by
  -- the signs drop out of the tensor, so the point operations alone suffice
  have key : ∀ v, strainStates v = cubic.image fun g => vecMulVec (g *ᵥ v) (g *ᵥ v) := by
    intro v
    have hsq : ∀ g ∈ cubic, ∀ s : ℤˣ,
        vecMulVec (act g s v) (act g s v) = vecMulVec (g *ᵥ v) (g *ᵥ v) :=
      fun g hg s => (same_strain_iff _ _).2 (act_eq_or_neg hg s v)
    ext m
    constructor
    · intro h
      obtain ⟨⟨g, s⟩, hp, rfl⟩ := Finset.mem_image.1 h
      have hg : g ∈ cubic := (Finset.mem_product.1 hp).1
      exact Finset.mem_image.2 ⟨g, hg, (hsq g hg s).symm⟩
    · intro h
      obtain ⟨g, hg, rfl⟩ := Finset.mem_image.1 h
      exact Finset.mem_image.2 ⟨(g, 1),
        Finset.mem_product.2 ⟨hg, Finset.mem_univ _⟩, hsq g hg 1⟩
  simp only [key]
  decide +kernel

end PerovskiteTilts
```

The four tilts produce 3, 6, 4 and 24 distinct tensors. The vectors reached from them are all signed rearrangements of their components, numbering 6, 12, 8 and 48; these orbit sizes, which also follow from dividing 96 by the stabilizer orders, are counted by hand here. Each orbit contains $-u$ along with $u$, and by the preceding theorem exactly these two share a tensor, so the numbers are halved.

In the proof, `key` uses `act_eq_or_neg` and `same_strain_iff` to show that the signs drop out of the tensor. The set can then be generated from the 48 matrices alone and counted by evaluation.

The vectors are not normalised. For unit tilt vectors the tensors are divided by $|v|^2=1,2,3,14$ respectively, which leaves the counts unchanged. Domains with opposite tilts are related by a lattice translation with $s=-1$, so this quadratic coupling gives them the same strain.

```lean
#print axioms PerovskiteTilts.pointGroup_eq
#print axioms PerovskiteTilts.dihedral_axes
#print axioms PerovskiteTilts.tilt_symmetries
#print axioms PerovskiteTilts.card_strainStates
```

```
'PerovskiteTilts.pointGroup_eq' depends on axioms: [propext, Classical.choice, Quot.sound]
'PerovskiteTilts.dihedral_axes' depends on axioms: [propext, Classical.choice, Quot.sound]
'PerovskiteTilts.tilt_symmetries' depends on axioms: [propext, Classical.choice, Quot.sound]
'PerovskiteTilts.card_strainStates' depends on axioms: [propext, Classical.choice, Quot.sound]
```
